# A Lipschitz bound for Fermi–Dirac occupations at fixed particle number

The chemical potential is treated here as a free argument of the occupation vector, and fixed particle number is a hypothesis: two occupation vectors, each with its own chemical potential, are assumed to have the same sum. Alternatively, the chemical potential could be defined as the root \(\mu(e,n)\) of the particle-number equation for levels \(e\) and particle number \(n\). Equal particle number would then hold by construction, and a self-consistency step would be a map on occupations alone. In return, the definition would need existence and uniqueness of the root, with \(n\) kept strictly between zero and the number of levels.

The levels are real numbers \(e_i\), with \(i\) in a finite index set `ι`. They form a vector in `EuclideanSpace ℝ ι`, so \(\langle\cdot,\cdot\rangle\) and \(\|\cdot\|\) are the usual inner product and Euclidean norm.

In Lean 4 with Mathlib:

```lean
import Mathlib

open Filter Topology

namespace FermiSmearing

noncomputable section

variable {ι : Type*} [Fintype ι]
```

The Fermi function of the reduced energy \(x\) is \(F(x)=1/(1+e^x)\), called `fermi` in the code.

```lean
/-- The Fermi function of the reduced energy `x = (ε - μ) / T`. -/
def fermi (x : ℝ) : ℝ := 1 / (1 + Real.exp x)
```

For temperature \(T\) and chemical potential \(\mu\), the occupation vector `occ T μ e` has components \(f_i=F((e_i-\mu)/T)\). Temperature is in energy units, and each level holds at most one electron. A second set of levels \(e'\) with chemical potential \(\mu'\) gives \(f'\) in the same way. Levels are compared index by index; rotations of the orbitals are not described.

```lean
/-- The vector of Fermi-Dirac occupations of the levels `e` at temperature `T` (in energy units)
and chemical potential `μ`. -/
def occ (T μ : ℝ) (e : EuclideanSpace ℝ ι) : EuclideanSpace ℝ ι :=
  WithLp.toLp 2 fun i => fermi ((e i - μ) / T)
```

## (a) The slope of the Fermi function

Express the derivative of \(F\) through \(F\) itself:

\[ \frac{dF}{dx}=-F(x)\,(1-F(x)). \]

**Solution.** The quotient rule gives \(dF/dx=-e^x/(1+e^x)^2\). Since \(1-F(x)=e^x/(1+e^x)\), this is the claimed product. The code also applies the quotient rule, and `field_simp` and `ring` identify the two expressions.

```lean
/-- The slope of the Fermi function is `-f (1 - f)`. -/
theorem hasDerivAt_fermi (x : ℝ) : HasDerivAt fermi (-(fermi x * (1 - fermi x))) x := by
  have hne : 1 + Real.exp x ≠ 0 := by positivity
  have h1 : HasDerivAt (fun y => 1 + Real.exp y) (Real.exp x) x :=
    (Real.hasDerivAt_exp x).const_add 1
  have h2 := (hasDerivAt_const x (1 : ℝ)).fun_div h1 hne
  refine h2.congr_deriv ?_
  unfold fermi
  field_simp
  ring
```

## (b) An inequality for two reduced energies

Show that for all real \(x,y\)

\[ (F(x)-F(y))(x-y)\le-4\,(F(x)-F(y))^2. \]

**Solution.** Because \(e^x\) increases, \(F\) decreases. By (a), the derivative of \(F(x)+x/4\) is

\[ \tfrac14-F(1-F)=\left(F-\tfrac12\right)^2\ge0, \]

so this function increases. Let \(x\le y\) and \(D=F(x)-F(y)\). Then \(D\ge0\), and \(F(x)+x/4\le F(y)+y/4\) gives \(4D\le y-x\). Multiplying by \(D\) yields \(4D^2\le D(y-x)\), which is the claim. The case \(y\le x\) follows by exchanging the names.

In the code, `anti` and `mono` are the two monotonicity statements. Each final `nlinarith` receives the product of the nonnegative factors \(D\) and \(y-x-4D\), or its mirror image.

```lean
/-- For two arguments of the Fermi function, the difference of the values times the difference of
the arguments is at most minus four times the squared difference of the values. -/
theorem fermi_sub_mul_sub_le (x y : ℝ) :
    (fermi x - fermi y) * (x - y) ≤ -4 * (fermi x - fermi y) ^ 2 := by
  have anti : ∀ a b : ℝ, a ≤ b → fermi b ≤ fermi a := by
    intro a b hab
    have h := Real.exp_le_exp.mpr hab
    exact one_div_le_one_div_of_le (by positivity) (by linarith)
  -- the slope never falls below `-1/4`, so `fermi x + x / 4` increases
  have hd : ∀ z : ℝ, HasDerivAt (fun t => fermi t + t / 4)
      (-(fermi z * (1 - fermi z)) + 1 / 4) z := fun z =>
    (hasDerivAt_fermi z).fun_add ((hasDerivAt_id' z).div_const 4)
  have mono : Monotone (fun t => fermi t + t / 4) := by
    apply monotone_of_deriv_nonneg (fun z => (hd z).differentiableAt)
    intro z
    rw [(hd z).deriv]
    nlinarith [sq_nonneg (fermi z - 1 / 2)]
  rcases le_total x y with h | h
  · have h1 := anti x y h
    have h2 : fermi x + x / 4 ≤ fermi y + y / 4 := mono h
    nlinarith [mul_nonneg (sub_nonneg.mpr h1)
      (show 0 ≤ y - x - 4 * (fermi x - fermi y) by linarith)]
  · have h1 := anti y x h
    have h2 : fermi y + y / 4 ≤ fermi x + x / 4 := mono h
    nlinarith [mul_nonneg (sub_nonneg.mpr h1)
      (show 0 ≤ x - y - 4 * (fermi y - fermi x) by linarith)]
```

## (c) Reaching a prescribed particle number

Let there be \(M\) levels, \(T>0\) and \(0<n<M\). Show that some \(\mu\) satisfies

\[ \sum_i F\!\left(\frac{e_i-\mu}{T}\right)=n. \]

**Solution.** The sum is continuous in \(\mu\). As \(\mu\to-\infty\), every reduced energy tends to \(+\infty\) and the sum tends to \(0\). As \(\mu\to+\infty\), every term tends to \(1\) and the sum tends to \(M\). It therefore takes values below and above \(n\), and the intermediate value theorem supplies \(\mu\).

The limits are `low` and `high`; the last line applies the intermediate value theorem. Consequently, for each particle number in this range, any two level vectors over the same index set can both be given that number.

```lean
/-- At positive temperature, every particle number strictly between zero and the number of levels is
attained at some chemical potential. -/
theorem exists_chemical_potential {T n : ℝ} (hT : 0 < T) (e : EuclideanSpace ℝ ι)
    (h0 : 0 < n) (h1 : n < Fintype.card ι) : ∃ μ, ∑ i, occ T μ e i = n := by
  have hc : Continuous fermi :=
    continuous_iff_continuousAt.mpr fun x => (hasDerivAt_fermi x).continuousAt
  have top : Tendsto fermi atTop (𝓝 0) := by
    have h : Tendsto (fun x => 1 + Real.exp x) atTop atTop :=
      tendsto_atTop_add_const_left _ 1 Real.tendsto_exp_atTop
    exact h.const_div_atTop 1
  have bot : Tendsto fermi atBot (𝓝 1) := by
    have h : Tendsto (fun x => 1 / (1 + Real.exp x)) atBot (𝓝 ((1 : ℝ) / (1 + 0))) :=
      tendsto_const_nhds.div (Real.tendsto_exp_atBot.const_add 1) (by norm_num)
    have h1 : (1 : ℝ) / (1 + 0) = 1 := by norm_num
    rw [h1] at h
    exact h
  have low : Tendsto (fun μ => ∑ i, fermi ((e i - μ) / T)) atBot (𝓝 (∑ _i : ι, (0 : ℝ))) := by
    refine tendsto_finsetSum _ fun i _ => top.comp (Tendsto.atTop_div_const hT ?_)
    exact (tendsto_atTop_add_const_left atBot (e i) tendsto_neg_atBot_atTop).congr
      fun μ => (sub_eq_add_neg (e i) μ).symm
  have high : Tendsto (fun μ => ∑ i, fermi ((e i - μ) / T)) atTop (𝓝 (∑ _i : ι, (1 : ℝ))) := by
    refine tendsto_finsetSum _ fun i _ => bot.comp (Tendsto.atBot_div_const hT ?_)
    exact (tendsto_atBot_add_const_left atTop (e i) tendsto_neg_atTop_atBot).congr
      fun μ => (sub_eq_add_neg (e i) μ).symm
  obtain ⟨a, ha⟩ := (low.eventually_lt_const (by simpa using h0)).exists
  obtain ⟨b, hb⟩ := (high.eventually_const_lt (by simpa using h1)).exists
  have hcont : Continuous (fun μ => ∑ i, fermi ((e i - μ) / T)) :=
    continuous_finsetSum _ fun i _ =>
      hc.comp ((continuous_const.sub continuous_id).div_const T)
  exact mem_range_of_exists_le_of_exists_ge hcont ⟨a, ha.le⟩ ⟨b, hb.le⟩
```

## (d) The inner product of the two changes

Let \(T>0\) and \(\sum_i f_i=\sum_i f'_i\). Show that

\[ \langle f-f',\,e-e'\rangle\le-4T\,\|f-f'\|^2. \]

**Solution.** Put \(\delta_i=f_i-f'_i\). Apply (b) to \(x=(e_i-\mu)/T\) and \(y=(e'_i-\mu')/T\), and multiply by \(T\):

\[ \delta_i(e_i-e'_i)-(\mu-\mu')\,\delta_i\le-4T\,\delta_i^2. \]

Now sum over \(i\). The term with the chemical potentials becomes \((\mu-\mu')\sum_i\delta_i=0\), and the other two sums are the inner product and the squared norm.

The hypothesis `hN` states equal particle number. The inequality for each level is `key`, the vanishing sum is `hz`, and `hin` and `hno` write the inner product and norm in components.

```lean
/-- At equal particle number, the changes of occupations and of levels have inner product at most
`-4 T` times the squared norm of the change of occupations. -/
theorem inner_occ_sub_le {T : ℝ} (hT : 0 < T) (e e' : EuclideanSpace ℝ ι) (μ μ' : ℝ)
    (hN : ∑ i, occ T μ e i = ∑ i, occ T μ' e' i) :
    inner ℝ (occ T μ e - occ T μ' e') (e - e') ≤ -4 * T * ‖occ T μ e - occ T μ' e'‖ ^ 2 := by
  have key : ∀ i, (occ T μ e i - occ T μ' e' i) * (e i - e' i)
      - (μ - μ') * (occ T μ e i - occ T μ' e' i)
      ≤ -4 * T * (occ T μ e i - occ T μ' e' i) ^ 2 := by
    intro i
    have h : (occ T μ e i - occ T μ' e' i) * ((e i - μ) / T - (e' i - μ') / T)
        ≤ -4 * (occ T μ e i - occ T μ' e' i) ^ 2 := fermi_sub_mul_sub_le _ _
    have hx : T * ((e i - μ) / T - (e' i - μ') / T) = (e i - μ) - (e' i - μ') := by
      rw [mul_sub, mul_div_cancel₀ _ hT.ne', mul_div_cancel₀ _ hT.ne']
    have h2 := mul_le_mul_of_nonneg_left h hT.le
    have h3 : T * ((occ T μ e i - occ T μ' e' i) * ((e i - μ) / T - (e' i - μ') / T))
        = (occ T μ e i - occ T μ' e' i) * ((e i - μ) - (e' i - μ')) := by
      linear_combination (occ T μ e i - occ T μ' e' i) * hx
    rw [h3] at h2
    linarith
  -- the chemical potentials drop out of the sum because the particle numbers agree
  have hs := Finset.sum_le_sum fun i (_ : i ∈ Finset.univ) => key i
  have hz : ∑ i, (occ T μ e i - occ T μ' e' i) = 0 := by
    rw [Finset.sum_sub_distrib, hN, sub_self]
  rw [Finset.sum_sub_distrib, ← Finset.mul_sum, ← Finset.mul_sum, hz, mul_zero, sub_zero] at hs
  have hin : inner ℝ (occ T μ e - occ T μ' e') (e - e')
      = ∑ i, (occ T μ e i - occ T μ' e' i) * (e i - e' i) := by
    simp [PiLp.inner_apply, mul_comm]
  have hno : ‖occ T μ e - occ T μ' e'‖ ^ 2 = ∑ i, (occ T μ e i - occ T μ' e' i) ^ 2 := by
    simp [EuclideanSpace.norm_sq_eq]
  rw [hin, hno]
  exact hs
```

## (e) The bound in the Euclidean norm

Under the same hypotheses, show that

\[ \|f-f'\|\le\frac{\|e-e'\|}{4T}. \]

**Solution.** By (d) and the Cauchy–Schwarz inequality,

\[ 4T\|f-f'\|^2\le-\langle f-f',e-e'\rangle\le\|f-f'\|\,\|e-e'\|. \]

If \(f=f'\), the claim is immediate. Otherwise divide by \(4T\|f-f'\|\). The code makes the same case distinction, with Cauchy–Schwarz in `hcs`.

```lean
/-- At equal particle number, the occupations change by at most `1 / (4 T)` times the change of
the levels, in the Euclidean norm. -/
theorem norm_occ_sub_le {T : ℝ} (hT : 0 < T) (e e' : EuclideanSpace ℝ ι) (μ μ' : ℝ)
    (hN : ∑ i, occ T μ e i = ∑ i, occ T μ' e' i) :
    ‖occ T μ e - occ T μ' e'‖ ≤ ‖e - e'‖ / (4 * T) := by
  have h := inner_occ_sub_le hT e e' μ μ' hN
  have hcs := (abs_le.mp (abs_real_inner_le_norm (occ T μ e - occ T μ' e') (e - e'))).1
  rcases (norm_nonneg (occ T μ e - occ T μ' e')).eq_or_lt with h0 | h0
  · rw [← h0]
    positivity
  · rw [le_div_iff₀ (by positivity)]
    refine le_of_mul_le_mul_left ?_ h0
    linarith
```

## (f) Two levels show that the constant is optimal

Fix \(T>0\). Suppose \(\|f-f'\|\le c\,\|e-e'\|\) holds for all pairs of two-level systems with equal particle number. Show that

\[ c\ge\frac1{4T}. \]

**Solution.** Suppose \(c<1/(4T)\), and set \(d=1-4Tc>0\) and \(x=\ln(1+d)\). Then \(0<x\le d\). Compare \(e=(Tx,-Tx)\) with \(e'=(0,0)\), taking \(\mu=\mu'=0\). Since \(F(-x)=1-F(x)\), both systems hold one electron. With \(u=(1,-1)\),

\[ f-f'=-\left(\tfrac12-F(x)\right)u,\qquad e-e'=Tx\,u. \]

The assumed bound, divided by \(\|u\|\), reads \(\tfrac12-F(x)\le cTx\). Here \(F(x)=1/(2+d)\), so the left side is \(d/(2(2+d))\), while \(cTx=(1-d)x/4\). Multiplying by \(2(2+d)\) gives

\[ d\le x-\tfrac12x\,d(1+d)<x\le d, \]

a contradiction.

The code uses the same `d`, `x` and `u`. The difference of occupations is `hocc`, and `hval` and `hr` evaluate the two sides after the multiplication.

```lean
/-- No constant smaller than `1 / (4 T)` bounds the response of the occupations at equal particle
number, even for two levels. -/
theorem response_constant_sharp {T c : ℝ} (hT : 0 < T)
    (h : ∀ (e e' : EuclideanSpace ℝ (Fin 2)) (μ μ' : ℝ),
      ∑ i, occ T μ e i = ∑ i, occ T μ' e' i →
      ‖occ T μ e - occ T μ' e'‖ ≤ c * ‖e - e'‖) : 1 / (4 * T) ≤ c := by
  by_contra hc
  rw [not_le, lt_div_iff₀ (by positivity)] at hc
  obtain ⟨d, hd⟩ : ∃ d, d = 1 - c * (4 * T) := ⟨_, rfl⟩
  have hd0 : 0 < d := by linarith
  obtain ⟨x, hx⟩ : ∃ x, x = Real.log (1 + d) := ⟨_, rfl⟩
  have hx0 : 0 < x := hx ▸ Real.log_pos (by linarith)
  have hex : Real.exp x = 1 + d := by rw [hx, Real.exp_log (by linarith)]
  have hxd : x ≤ d := by linarith [Real.add_one_le_exp x]
  have hf0 : fermi 0 = 1 / 2 := by norm_num [fermi]
  have hneg : fermi (-x) = 1 - fermi x := by
    have h1 : 1 + d ≠ 0 := by positivity
    have h2 : 1 + (1 + d) ≠ 0 := by positivity
    have h3 : 1 + (1 + d)⁻¹ ≠ 0 := by positivity
    rw [fermi, fermi, Real.exp_neg, hex, div_eq_iff h3]
    field_simp
    ring
  -- two levels split symmetrically about the Fermi level, compared with a degenerate pair
  obtain ⟨u, hu⟩ : ∃ u : EuclideanSpace ℝ (Fin 2), u = !₂[(1 : ℝ), -1] := ⟨_, rfl⟩
  have hu0 : 0 < ‖u‖ := by
    rw [norm_pos_iff]
    intro h0
    have h1 : u 0 = 0 := by rw [h0]; rfl
    simp [hu] at h1
  have o0 : occ T 0 ((T * x) • u) 0 = fermi x := by
    have : (((T * x) • u) 0 - 0) / T = x := by simp [hu, hT.ne']
    exact congrArg fermi this
  have o1 : occ T 0 ((T * x) • u) 1 = 1 - fermi x := by
    have : (((T * x) • u) 1 - 0) / T = -x := by simp [hu, hT.ne', neg_div]
    exact (congrArg fermi this).trans hneg
  have oz : ∀ i, occ T 0 (0 : EuclideanSpace ℝ (Fin 2)) i = 1 / 2 := by
    intro i
    have : ((0 : EuclideanSpace ℝ (Fin 2)) i - 0) / T = 0 := by simp
    exact (congrArg fermi this).trans hf0
  have hocc : occ T 0 ((T * x) • u) - occ T 0 0 = (-(1 / 2 - fermi x)) • u := by
    ext i
    rw [PiLp.sub_apply, PiLp.smul_apply, oz, smul_eq_mul]
    fin_cases i
    · change occ T 0 ((T * x) • u) 0 - 1 / 2 = -(1 / 2 - fermi x) * u 0
      rw [o0, show u 0 = 1 by simp [hu]]
      ring
    · change occ T 0 ((T * x) • u) 1 - 1 / 2 = -(1 / 2 - fermi x) * u 1
      rw [o1, show u 1 = -1 by simp [hu]]
      ring
  have hb := h ((T * x) • u) 0 0 0 (by
    rw [Fin.sum_univ_two, Fin.sum_univ_two, o0, o1, oz, oz]; ring)
  rw [hocc, sub_zero, norm_smul, norm_smul, norm_neg,
    Real.norm_of_nonneg (mul_pos hT hx0).le, ← mul_assoc] at hb
  have hb2 := (Real.le_norm_self _).trans (le_of_mul_le_mul_right hb hu0)
  have hval : (1 / 2 - fermi x) * (2 * (2 + d)) = d := by
    have h2 : 1 + (1 + d) ≠ 0 := by positivity
    have h3 : fermi x * (1 + (1 + d)) = 1 := by
      rw [fermi, hex, one_div, inv_mul_cancel₀ h2]
    linear_combination -2 * h3
  have hm := mul_le_mul_of_nonneg_right hb2 (show 0 ≤ 2 * (2 + d) by positivity)
  have hr : c * (T * x) * (2 * (2 + d)) = x - x * (d * (1 + d)) / 2 := by
    linear_combination (x * (2 + d) / 2) * hd
  have hp : 0 < x * (d * (1 + d)) := by positivity
  linarith
```

## (g) One self-consistency step

Let \(v\) map occupations to effective levels, with \(\|v(p)-v(q)\|\le L\|p-q\|\) for all \(p,q\). The constant \(L\), an energy, bounds how strongly the interaction shifts the levels when occupations change. Let \(f\) and \(f'\) now be the occupations of \(v(p)\) and \(v(q)\), with equal particle number and \(T>0\). Show that

\[ \|f-f'\|\le\frac{L}{4T}\,\|p-q\|. \]

**Solution.** Part (e) gives \(\|f-f'\|\le\|v(p)-v(q)\|/(4T)\), and the hypothesis on \(v\) bounds the numerator by \(L\|p-q\|\). The `calc` block has these two steps, followed by a rearrangement of the factors.

For self-consistent electronic-structure calculations, this shows how smearing limits the occupation response in a finite model whose levels depend on occupations alone. The estimate concerns a single unmixed step; changes of the orbitals are absent.

```lean
/-- If the effective levels depend on the occupations with Lipschitz constant `L`, one
self-consistency step at fixed particle number multiplies distances by at most `L / (4 T)`. -/
theorem scf_step_le {T L : ℝ} (hT : 0 < T) (v : EuclideanSpace ℝ ι → EuclideanSpace ℝ ι)
    (hv : ∀ p q, ‖v p - v q‖ ≤ L * ‖p - q‖) (p q : EuclideanSpace ℝ ι) (μ μ' : ℝ)
    (hN : ∑ i, occ T μ (v p) i = ∑ i, occ T μ' (v q) i) :
    ‖occ T μ (v p) - occ T μ' (v q)‖ ≤ L / (4 * T) * ‖p - q‖ := by
  calc _ ≤ ‖v p - v q‖ / (4 * T) := norm_occ_sub_le hT _ _ μ μ' hN
    _ ≤ L * ‖p - q‖ / (4 * T) := div_le_div_of_nonneg_right (hv p q) (by positivity)
    _ = L / (4 * T) * ‖p - q‖ := by ring
```

## (h) Uniqueness of self-consistent occupations

Replace the Lipschitz hypothesis by

\[ \langle p-q,\,v(p)-v(q)\rangle\ge-L\,\|p-q\|^2\quad\text{for all }p,q, \]

with \(T>0\) and \(L<4T\). This limits how negative the inner product can be. A negative value means that, on balance, levels fall where occupation is gained and rise where it is lost; the code calls this the attractive part of the level response. Repulsion between electrons in different levels can produce it too: for two levels with \(v(p)=(Up_2,Up_1)\) and \(U>0\), moving occupation from one level to the other gives \(-U\|p-q\|^2\). If the inner product is never negative, \(L=0\) is allowed. Let \(f\) and \(g\) be self-consistent: each is the occupation vector of its own levels \(v(f)\) or \(v(g)\), at some chemical potential. Show that

\[ \sum_i f_i=\sum_i g_i\quad\Longrightarrow\quad f=g. \]

**Solution.** The hypothesis on \(v\) and part (d) give

\[ -L\|f-g\|^2\le\langle f-g,\,v(f)-v(g)\rangle\le-4T\|f-g\|^2. \]

Hence \((4T-L)\|f-g\|^2\le0\). Since \(4T-L>0\), it follows that \(f=g\).

Self-consistency is expressed by `hf` and `hg`. The code assumes \(f\ne g\), and `nlinarith` derives the contradiction from the positive product \((4T-L)\|f-g\|^2\). Existence of a self-consistent solution is not part of the statement.

```lean
/-- Self-consistent occupations with a given particle number are unique if the attractive part of
the level response, measured by `L`, is weaker than `4 T`. -/
theorem scf_unique {T L : ℝ} (hT : 0 < T) (hL : L < 4 * T)
    (v : EuclideanSpace ℝ ι → EuclideanSpace ℝ ι)
    (hv : ∀ p q, -L * ‖p - q‖ ^ 2 ≤ inner ℝ (p - q) (v p - v q))
    {f g : EuclideanSpace ℝ ι} {μ μ' : ℝ} (hf : occ T μ (v f) = f) (hg : occ T μ' (v g) = g)
    (hN : ∑ i, f i = ∑ i, g i) : f = g := by
  have h := inner_occ_sub_le hT (v f) (v g) μ μ' (by rw [hf, hg]; exact hN)
  rw [hf, hg] at h
  have h2 := hv f g
  by_contra hne
  have hpos : 0 < ‖f - g‖ := norm_pos_iff.mpr (sub_ne_zero.mpr hne)
  nlinarith [mul_pos (sub_pos.mpr hL) (pow_pos hpos 2)]

end

end FermiSmearing
```

```lean
#print axioms FermiSmearing.exists_chemical_potential
#print axioms FermiSmearing.response_constant_sharp
#print axioms FermiSmearing.scf_step_le
#print axioms FermiSmearing.scf_unique
```

```
'FermiSmearing.exists_chemical_potential' depends on axioms: [propext, Classical.choice, Quot.sound]
'FermiSmearing.response_constant_sharp' depends on axioms: [propext, Classical.choice, Quot.sound]
'FermiSmearing.scf_step_le' depends on axioms: [propext, Classical.choice, Quot.sound]
'FermiSmearing.scf_unique' depends on axioms: [propext, Classical.choice, Quot.sound]
```
